# Alternating core–buffer relaxation converges for a positive definite harmonic stiffness matrix

**Question.** A point defect sits in a small core, surrounded by a buffer of atoms that also respond. I relax the core with the buffer frozen, then the buffer with the core frozen, and repeat. For harmonic forces with stiffness matrix
$$K=\begin{pmatrix}A&B\\B^T&D\end{pmatrix},$$
I believe that positive definiteness of $K$ alone makes this converge geometrically. Can that be proved in full, with the proof checked by Lean?

**Answer.** Yes. Let $x,y$ be the core and buffer displacements and $f,g$ the loads. Equilibrium means $Ax+By=f$ and $B^Tx+Dy=g$. Positive definiteness says that every nonzero displacement costs energy: the core and buffer together are stable, and no rigid motion is left free.

### Why the buffer error contracts

Testing $K$ on displacements of the core alone, then of the buffer alone, shows that $A$ and $D$ are positive definite, hence invertible. One sweep is $x=A^{-1}(f-By)$, then $y'=D^{-1}(g-B^Tx)$. Subtract two sweeps with different inputs: the loads cancel, the two minus signs multiply to plus, and the difference $e$ of the inputs becomes $Me$, with $M=D^{-1}B^TA^{-1}B$.

Write $w(y)=A^{-1}By$. Since $Aw(y)=By$, completing the square gives
$$\begin{pmatrix}x\\y\end{pmatrix}^{T}\!K\begin{pmatrix}x\\y\end{pmatrix}=(x+w(y))^TA(x+w(y))+y^TDy-w(y)^TAw(y).$$
Setting $y=e\neq0$ and $x=-w(e)$ yields $w(e)^TAw(e)<e^TDe$. The ratio of the two sides is continuous and unchanged by scaling $e$, so it attains a maximum $\rho<1$ on the unit sphere (for an empty buffer, take $\rho=0$).

Now let $u=Me$. Then $u^TDu=u^TB^Tw(e)=w(u)^TAw(e)$, and Cauchy–Schwarz gives
$$(u^TDu)^2\le(\rho\,u^TDu)(\rho\,e^TDe).$$
Dividing by $u^TDu$ when it is nonzero leaves $(Me)^TD(Me)\le\rho^2e^TDe$; when it is zero the bound is immediate.

The equilibrium exists because $K$ is invertible, and a sweep leaves it fixed. By induction, $k$ sweeps multiply the squared $D$-norm $e^TDe$ of the buffer error $e$ by at most $\rho^{2k}$. Each component obeys $e_i^2\le(D^{-1})_{ii}\,e^TDe$, so the buffer converges geometrically. The error of the next core iterate is $-w(e)$, linear in the buffer error, so it has the same geometric bound up to a constant. The Lean theorem states the rate for the buffer and, by continuity, plain convergence for the core.

### Two numbers and a code

Take $A=2$, $B=D=1$, $f=3$, $g=2$. The equilibrium is $x=y=1$, and $M=1/2$. From $y=0$ the sweeps give $y=1/2,\,3/4,\dots$: the error halves each time.

A code need not form $M$: it can factorise $A$ and $D$ once and alternate two solves. After a buffer solve the buffer forces vanish, and the remaining core force is $B(y-y')$, a convenient stopping test.

### The Lean file

```lean
import Mathlib

open Matrix Filter Topology

namespace CoreBufferRelaxation

noncomputable section

variable {m n : Type*} [Fintype m] [Fintype n] [DecidableEq m] [DecidableEq n]

/-- The quadratic form `xᵀ P x`, twice the harmonic energy of the displacement `x`. -/
def energy (P : Matrix n n ℝ) (x : n → ℝ) : ℝ := x ⬝ᵥ P *ᵥ x

/-- Core update `x = A⁻¹ (f - B y)` at fixed buffer displacement `y`, for invertible `A`. -/
def coreStep (A : Matrix m m ℝ) (B : Matrix m n ℝ) (f : m → ℝ) (y : n → ℝ) : m → ℝ :=
  A⁻¹ *ᵥ (f - B *ᵥ y)

/-- Buffer update `y = D⁻¹ (g - Bᵀ x)` at fixed core displacement `x`, for invertible `D`. -/
def bufferStep (B : Matrix m n ℝ) (D : Matrix n n ℝ) (g : n → ℝ) (x : m → ℝ) : n → ℝ :=
  D⁻¹ *ᵥ (g - Bᵀ *ᵥ x)

/-- One full sweep: relax the core, then the buffer, for invertible `A` and `D`. -/
def sweep (A : Matrix m m ℝ) (B : Matrix m n ℝ) (D : Matrix n n ℝ)
    (f : m → ℝ) (g : n → ℝ) (y : n → ℝ) : n → ℝ :=
  bufferStep B D g (coreStep A B f y)

/-- The matrix `M = D⁻¹ Bᵀ A⁻¹ B`, for invertible `A` and `D`. -/
def errorMatrix (A : Matrix m m ℝ) (B : Matrix m n ℝ) (D : Matrix n n ℝ) : Matrix n n ℝ :=
  D⁻¹ * Bᵀ * A⁻¹ * B

/-- The core response `A⁻¹ B y` to a buffer displacement `y`, up to sign, for invertible `A`. -/
def coreResponse (A : Matrix m m ℝ) (B : Matrix m n ℝ) (y : n → ℝ) : m → ℝ :=
  A⁻¹ *ᵥ B *ᵥ y

omit [DecidableEq m] [DecidableEq n] in
/-- The coupling work is the same seen from the buffer or from the core. -/
theorem coupling_transpose (B : Matrix m n ℝ) (x : m → ℝ) (y : n → ℝ) :
    y ⬝ᵥ Bᵀ *ᵥ x = x ⬝ᵥ B *ᵥ y := by
  rw [Matrix.mulVec_transpose, dotProduct_comm, ← Matrix.dotProduct_mulVec]

omit [DecidableEq n] in
/-- A positive definite stiffness matrix gives a symmetric bilinear form. -/
theorem stiffness_symm {P : Matrix n n ℝ} (hP : P.PosDef) (x y : n → ℝ) :
    y ⬝ᵥ P *ᵥ x = x ⬝ᵥ P *ᵥ y := by
  have h : Pᵀ = P := by
    rw [← Matrix.conjTranspose_eq_transpose_of_trivial]
    exact hP.isHermitian
  have h2 := coupling_transpose P x y
  rwa [h] at h2

/-- A positive definite stiffness matrix and its inverse undo each other on any vector. -/
theorem stiffness_solve {P : Matrix n n ℝ} (hP : P.PosDef) (v : n → ℝ) :
    P *ᵥ P⁻¹ *ᵥ v = v ∧ P⁻¹ *ᵥ P *ᵥ v = v := by
  have h : IsUnit P.det := isUnit_iff_ne_zero.mpr hP.det_pos.ne'
  constructor
  · rw [Matrix.mulVec_mulVec, Matrix.mul_nonsing_inv _ h, Matrix.one_mulVec]
  · rw [Matrix.mulVec_mulVec, Matrix.nonsing_inv_mul _ h, Matrix.one_mulVec]

omit [DecidableEq n] in
/-- Cauchy–Schwarz inequality in the metric of a positive definite stiffness matrix. -/
theorem energy_cauchy_schwarz {P : Matrix n n ℝ} (hP : P.PosDef) (x y : n → ℝ) :
    (x ⬝ᵥ P *ᵥ y) ^ 2 ≤ energy P x * energy P y := by
  by_cases hy : y = 0
  · simp [hy, energy]
  have py : 0 < energy P y := by
    simpa only [energy, star_trivial] using hP.dotProduct_mulVec_pos hy
  -- a multiple of the part of x that is P-orthogonal to y has non-negative energy
  have h : 0 ≤ energy P (energy P y • x - (x ⬝ᵥ P *ᵥ y) • y) := by
    simpa only [energy, star_trivial] using hP.posSemidef.dotProduct_mulVec_nonneg
      (energy P y • x - (x ⬝ᵥ P *ᵥ y) • y)
  have e : energy P (energy P y • x - (x ⬝ᵥ P *ᵥ y) • y)
      = energy P y * (energy P x * energy P y - (x ⬝ᵥ P *ᵥ y) ^ 2) := by
    simp only [energy, Matrix.mulVec_sub, Matrix.mulVec_smul, dotProduct_sub, sub_dotProduct,
      smul_dotProduct, dotProduct_smul, smul_eq_mul, stiffness_symm hP x y]
    ring
  rw [e] at h
  linarith [nonneg_of_mul_nonneg_right h py]

omit [DecidableEq n] in
/-- Completing the square in the core displacement, for positive definite `A`. -/
theorem block_energy {A : Matrix m m ℝ} (hA : A.PosDef) (B : Matrix m n ℝ)
    (D : Matrix n n ℝ) (x : m → ℝ) (y : n → ℝ) :
    energy (fromBlocks A B Bᵀ D) (Sum.elim x y) =
      energy A (x + coreResponse A B y) + energy D y - energy A (coreResponse A B y) := by
  have hw : A *ᵥ coreResponse A B y = B *ᵥ y := (stiffness_solve hA _).1
  have hs := stiffness_symm hA x (coreResponse A B y)
  have e : ∀ (a c : m → ℝ) (b d : n → ℝ),
      Sum.elim a b ⬝ᵥ Sum.elim c d = a ⬝ᵥ c + b ⬝ᵥ d := by
    intro a c b d
    simp [dotProduct]
  rw [energy, Matrix.fromBlocks_mulVec, Sum.elim_comp_inl, Sum.elim_comp_inr, e,
    dotProduct_add, dotProduct_add, coupling_transpose, ← hw]
  simp only [energy, Matrix.mulVec_add, dotProduct_add, add_dotProduct]
  linarith

/-- For positive definite `A` and `D`, the `D`-product of `u` with `M e` is the `A`-product
of the core responses to `u` and `e`. -/
theorem response_identity {A : Matrix m m ℝ} {D : Matrix n n ℝ} (hA : A.PosDef)
    (hD : D.PosDef) (B : Matrix m n ℝ) (u e : n → ℝ) :
    u ⬝ᵥ D *ᵥ errorMatrix A B D *ᵥ e = coreResponse A B u ⬝ᵥ A *ᵥ coreResponse A B e := by
  have hM : errorMatrix A B D *ᵥ e = D⁻¹ *ᵥ Bᵀ *ᵥ coreResponse A B e := by
    simp only [errorMatrix, coreResponse, Matrix.mulVec_mulVec, Matrix.mul_assoc]
  have hw : A *ᵥ coreResponse A B u = B *ᵥ u := (stiffness_solve hA _).1
  rw [hM, (stiffness_solve hD _).1, coupling_transpose, ← hw]
  exact stiffness_symm hA _ _

/-- For positive definite `A` and `D`, the coupled stiffness matrix is positive definite exactly
when `M` contracts the `D`-norm by a uniform factor below one. -/
theorem posDef_iff_contraction {A : Matrix m m ℝ} {D : Matrix n n ℝ} (hA : A.PosDef)
    (hD : D.PosDef) (B : Matrix m n ℝ) :
    (fromBlocks A B Bᵀ D).PosDef ↔ ∃ ρ : ℝ, 0 ≤ ρ ∧ ρ < 1 ∧
      ∀ e, energy D (errorMatrix A B D *ᵥ e) ≤ ρ ^ 2 * energy D e := by
  have nA : ∀ x, 0 ≤ energy A x := fun x => by
    simpa only [energy, star_trivial] using hA.posSemidef.dotProduct_mulVec_nonneg x
  have pD : ∀ x, x ≠ 0 → 0 < energy D x := fun x hx => by
    simpa only [energy, star_trivial] using hD.dotProduct_mulVec_pos hx
  have nD : ∀ x, 0 ≤ energy D x := fun x => by
    simpa only [energy, star_trivial] using hD.posSemidef.dotProduct_mulVec_nonneg x
  have zA : energy A 0 = 0 := by simp [energy]
  have zD : energy D 0 = 0 := by simp [energy]
  have w0 : coreResponse A B 0 = 0 := by simp [coreResponse]
  constructor
  · intro hK
    have strict : ∀ e, e ≠ 0 → energy A (coreResponse A B e) < energy D e := by
      intro e he
      have h := hK.dotProduct_mulVec_pos (x := Sum.elim (-coreResponse A B e) e)
        (fun h => he (funext fun i => congrFun h (Sum.inr i)))
      rw [star_trivial] at h
      change 0 < energy _ _ at h
      rw [block_energy hA, neg_add_cancel, zA] at h
      linarith
    -- compactness of the unit sphere makes the strict inequality uniform
    have bound : ∃ ρ : ℝ, 0 ≤ ρ ∧ ρ < 1 ∧
        ∀ e, energy A (coreResponse A B e) ≤ ρ * energy D e := by
      have hs : ∀ e : n → ℝ, e ≠ 0 → ‖e‖⁻¹ • e ∈ Metric.sphere (0 : n → ℝ) 1 := by
        intro e he
        rw [mem_sphere_zero_iff_norm, norm_smul, norm_inv, norm_norm,
          inv_mul_cancel₀ (norm_ne_zero_iff.mpr he)]
      have hne : ∀ e ∈ Metric.sphere (0 : n → ℝ) 1, e ≠ 0 := by
        rintro e he rfl
        simp at he
      rcases (Metric.sphere (0 : n → ℝ) 1).eq_empty_or_nonempty with hemp | hnon
      · refine ⟨0, le_rfl, one_pos, fun e => ?_⟩
        by_cases he : e = 0
        · simp [he, w0, zA]
        · have h := hs e he
          rw [hemp] at h
          exact h.elim
      have cw : Continuous (fun e => coreResponse A B e) :=
        continuous_const.matrix_mulVec (continuous_const.matrix_mulVec continuous_id)
      have cA : Continuous (fun e => energy A (coreResponse A B e)) :=
        cw.dotProduct (continuous_const.matrix_mulVec cw)
      have cD : Continuous (fun e => energy D e) :=
        continuous_id.dotProduct (continuous_const.matrix_mulVec continuous_id)
      obtain ⟨a, ha, hmax⟩ := (isCompact_sphere (0 : n → ℝ) 1).exists_isMaxOn hnon
        (cA.continuousOn.div cD.continuousOn fun e he => (pD e (hne e he)).ne')
      refine ⟨energy A (coreResponse A B a) / energy D a, div_nonneg (nA _) (nD _),
        (div_lt_one (pD a (hne a ha))).2 (strict a (hne a ha)), fun e => ?_⟩
      by_cases he : e = 0
      · simp [he, w0, zA, zD]
      have h : energy A (coreResponse A B (‖e‖⁻¹ • e)) / energy D (‖e‖⁻¹ • e)
          ≤ energy A (coreResponse A B a) / energy D a := hmax (hs e he)
      rw [div_le_iff₀ (pD _ (hne _ (hs e he)))] at h
      have hc : 0 < ‖e‖⁻¹ ^ 2 := pow_pos (inv_pos.mpr (norm_pos_iff.mpr he)) 2
      have s1 : energy A (coreResponse A B (‖e‖⁻¹ • e))
          = ‖e‖⁻¹ ^ 2 * energy A (coreResponse A B e) := by
        simp only [energy, coreResponse, Matrix.mulVec_smul, smul_dotProduct,
          dotProduct_smul, smul_eq_mul]
        ring
      have s2 : energy D (‖e‖⁻¹ • e) = ‖e‖⁻¹ ^ 2 * energy D e := by
        simp only [energy, Matrix.mulVec_smul, smul_dotProduct, dotProduct_smul, smul_eq_mul]
        ring
      rw [s1, s2, mul_left_comm] at h
      exact le_of_mul_le_mul_left h hc
    obtain ⟨ρ, h0, h1, hb⟩ := bound
    refine ⟨ρ, h0, h1, fun e => ?_⟩
    set u := errorMatrix A B D *ᵥ e with hu
    have hw : energy D u = coreResponse A B u ⬝ᵥ A *ᵥ coreResponse A B e :=
      response_identity hA hD B u e
    have cs := energy_cauchy_schwarz hA (coreResponse A B u) (coreResponse A B e)
    rw [← hw] at cs
    have h2 := mul_le_mul (hb u) (hb e) (nA _) (mul_nonneg h0 (nD u))
    rcases (nD u).eq_or_lt with hz | hp
    · rw [← hz]
      exact mul_nonneg (sq_nonneg ρ) (nD e)
    · refine le_of_mul_le_mul_left ?_ hp
      calc energy D u * energy D u = energy D u ^ 2 := by ring
        _ ≤ ρ * energy D u * (ρ * energy D e) := cs.trans h2
        _ = energy D u * (ρ ^ 2 * energy D e) := by ring
  · rintro ⟨ρ, h0, h1, h⟩
    refine Matrix.posDef_iff_dotProduct_mulVec.mpr ⟨Matrix.IsHermitian.fromBlocks
      hA.isHermitian (Matrix.conjTranspose_eq_transpose_of_trivial B) hD.isHermitian, ?_⟩
    intro z hz
    obtain ⟨x, y, rfl⟩ : ∃ x y, z = Sum.elim x y :=
      ⟨z ∘ Sum.inl, z ∘ Sum.inr, (Sum.elim_comp_inl_inr z).symm⟩
    rw [star_trivial]
    change 0 < energy _ _
    rw [block_energy hA]
    by_cases hy : y = 0
    · subst hy
      have hx : x ≠ 0 := by
        rintro rfl
        exact hz (funext fun i => by rcases i with i | i <;> rfl)
      have px : 0 < energy A x := by
        simpa only [energy, star_trivial] using hA.dotProduct_mulVec_pos hx
      rw [w0, add_zero, zA, zD]
      linarith
    · -- the contraction bounds the energy of the core response
      have cs := energy_cauchy_schwarz hD y (errorMatrix A B D *ᵥ y)
      rw [response_identity hA hD] at cs
      change energy A (coreResponse A B y) ^ 2 ≤ _ at cs
      have h2 := mul_le_mul_of_nonneg_left (h y) (nD y)
      have hr : ρ ^ 2 < 1 := by nlinarith
      have h3 := mul_lt_mul_of_pos_right hr (pow_pos (pD y hy) 2)
      have h4 : energy A (coreResponse A B y) < energy D y :=
        lt_of_pow_lt_pow_left₀ 2 (nD y) (by linarith)
      linarith [nA (x + coreResponse A B y)]

/-- One sweep multiplies the difference of two buffer displacements by `M`. -/
theorem error_propagation (A : Matrix m m ℝ) (B : Matrix m n ℝ) (D : Matrix n n ℝ)
    (f : m → ℝ) (g y y' : n → ℝ) :
    sweep A B D f g y - sweep A B D f g y' = errorMatrix A B D *ᵥ (y - y') := by
  simp only [sweep, bufferStep, coreStep, errorMatrix, Matrix.mulVec_sub,
    ← Matrix.mulVec_mulVec]
  abel

omit [DecidableEq m] [DecidableEq n] in
/-- The core and buffer blocks of a positive definite stiffness matrix are positive definite. -/
theorem blocks_posDef {A : Matrix m m ℝ} {B : Matrix m n ℝ} {D : Matrix n n ℝ}
    (hK : (fromBlocks A B Bᵀ D).PosDef) : A.PosDef ∧ D.PosDef := by
  have hH := hK.isHermitian
  constructor
  · refine Matrix.posDef_iff_dotProduct_mulVec.mpr
      ⟨Matrix.IsHermitian.ext fun i j => hH.apply (Sum.inl i) (Sum.inl j), ?_⟩
    intro x hx
    have h := hK.dotProduct_mulVec_pos (x := Sum.elim x 0)
      (fun h => hx (funext fun i => congrFun h (Sum.inl i)))
    simpa [Matrix.fromBlocks_mulVec, dotProduct] using h
  · refine Matrix.posDef_iff_dotProduct_mulVec.mpr
      ⟨Matrix.IsHermitian.ext fun i j => hH.apply (Sum.inr i) (Sum.inr j), ?_⟩
    intro x hx
    have h := hK.dotProduct_mulVec_pos (x := Sum.elim 0 x)
      (fun h => hx (funext fun i => congrFun h (Sum.inr i)))
    simpa [Matrix.fromBlocks_mulVec, dotProduct] using h

/-- For a positive definite core-buffer stiffness matrix, `M` contracts the `D`-norm by some
`ρ < 1`; for all loads an equilibrium exists, the buffer error decays geometrically from any
start, and the core and buffer iterates converge to the equilibrium. -/
theorem alternating_relaxation_converges {A : Matrix m m ℝ} {B : Matrix m n ℝ}
    {D : Matrix n n ℝ} (hK : (fromBlocks A B Bᵀ D).PosDef) :
    ∃ ρ : ℝ, 0 ≤ ρ ∧ ρ < 1 ∧
      (∀ e, energy D (errorMatrix A B D *ᵥ e) ≤ ρ ^ 2 * energy D e) ∧
      ∀ f g, ∃ x y, A *ᵥ x + B *ᵥ y = f ∧ Bᵀ *ᵥ x + D *ᵥ y = g ∧ ∀ y₀,
        (∀ k : ℕ, energy D ((sweep A B D f g)^[k] y₀ - y) ≤ ρ ^ (2 * k) * energy D (y₀ - y)) ∧
        Tendsto (fun k : ℕ => (sweep A B D f g)^[k] y₀) atTop (𝓝 y) ∧
        Tendsto (fun k : ℕ => coreStep A B f ((sweep A B D f g)^[k] y₀)) atTop (𝓝 x) := by
  obtain ⟨hA, hD⟩ := blocks_posDef hK
  obtain ⟨ρ, h0, h1, hc⟩ := (posDef_iff_contraction hA hD B).mp hK
  refine ⟨ρ, h0, h1, hc, fun f g => ?_⟩
  obtain ⟨x, y, ex, ey⟩ : ∃ x y, A *ᵥ x + B *ᵥ y = f ∧ Bᵀ *ᵥ x + D *ᵥ y = g := by
    obtain ⟨z, hz⟩ : ∃ z, fromBlocks A B Bᵀ D *ᵥ z = Sum.elim f g :=
      ⟨_, (stiffness_solve hK _).1⟩
    rw [Matrix.fromBlocks_mulVec] at hz
    exact ⟨z ∘ Sum.inl, z ∘ Sum.inr, funext fun i => congrFun hz (Sum.inl i),
      funext fun i => congrFun hz (Sum.inr i)⟩
  -- the equilibrium is a fixed point of the sweep
  have hx : coreStep A B f y = x := by
    rw [coreStep, ← ex, add_sub_cancel_right, (stiffness_solve hA x).2]
  have fix : sweep A B D f g y = y := by
    rw [sweep, hx, bufferStep, ← ey, add_sub_cancel_left, (stiffness_solve hD y).2]
  refine ⟨x, y, ex, ey, fun y₀ => ?_⟩
  have decay : ∀ k : ℕ, energy D ((sweep A B D f g)^[k] y₀ - y)
      ≤ ρ ^ (2 * k) * energy D (y₀ - y) := by
    intro k
    induction k with
    | zero => simp
    | succ k ih =>
      have h := error_propagation A B D f g ((sweep A B D f g)^[k] y₀) y
      rw [fix] at h
      rw [Function.iterate_succ_apply', h]
      calc _ ≤ ρ ^ 2 * energy D ((sweep A B D f g)^[k] y₀ - y) := hc _
        _ ≤ ρ ^ 2 * (ρ ^ (2 * k) * energy D (y₀ - y)) :=
          mul_le_mul_of_nonneg_left ih (sq_nonneg ρ)
        _ = ρ ^ (2 * (k + 1)) * energy D (y₀ - y) := by ring
  -- each coordinate of the error is controlled by its energy
  have coord : ∀ (e : n → ℝ) (i : n),
      (e i) ^ 2 ≤ energy D e * energy D (D⁻¹ *ᵥ Pi.single i 1) := by
    intro e i
    have h := energy_cauchy_schwarz hD e (D⁻¹ *ᵥ Pi.single i 1)
    have hi : e ⬝ᵥ Pi.single i 1 = e i := by simp
    rwa [(stiffness_solve hD _).1, hi] at h
  have hp : Tendsto (fun k : ℕ => ρ ^ (2 * k)) atTop (𝓝 0) := by
    simp only [pow_mul]
    exact tendsto_pow_atTop_nhds_zero_of_lt_one (sq_nonneg ρ) (by nlinarith)
  have hy : Tendsto (fun k : ℕ => (sweep A B D f g)^[k] y₀) atTop (𝓝 y) := by
    rw [tendsto_pi_nhds]
    intro i
    rw [tendsto_iff_norm_sub_tendsto_zero]
    have lim : Tendsto (fun k : ℕ => √(ρ ^ (2 * k) * energy D (y₀ - y) *
        energy D (D⁻¹ *ᵥ Pi.single i 1))) atTop (𝓝 0) := by
      have h := ((hp.mul_const (energy D (y₀ - y))).mul_const
        (energy D (D⁻¹ *ᵥ Pi.single i 1))).sqrt
      rwa [zero_mul, zero_mul, Real.sqrt_zero] at h
    refine squeeze_zero (fun _ => norm_nonneg _) (fun k => ?_) lim
    have nC : 0 ≤ energy D (D⁻¹ *ᵥ Pi.single i 1) := by
      simpa only [energy, star_trivial] using
        hD.posSemidef.dotProduct_mulVec_nonneg (D⁻¹ *ᵥ Pi.single i 1)
    rw [Real.norm_eq_abs]
    exact Real.abs_le_sqrt ((coord ((sweep A B D f g)^[k] y₀ - y) i).trans
      (mul_le_mul_of_nonneg_right (decay k) nC))
  refine ⟨decay, hy, ?_⟩
  have cc : Continuous (coreStep A B f) := by
    change Continuous fun v => A⁻¹ *ᵥ (f - B *ᵥ v)
    exact continuous_const.matrix_mulVec
      (continuous_const.sub (continuous_const.matrix_mulVec continuous_id))
  have h := (cc.tendsto y).comp hy
  rw [hx] at h
  exact h

end

end CoreBufferRelaxation
```

```lean
#print axioms CoreBufferRelaxation.alternating_relaxation_converges
-- 'CoreBufferRelaxation.alternating_relaxation_converges' depends on axioms: [propext, Classical.choice, Quot.sound]
```

### What the theorems say

The finite types `m` and `n` label core and buffer degrees of freedom, and `energy P x` is $x^TPx$, twice the harmonic energy. The hypothesis `(fromBlocks A B Bᵀ D).PosDef` includes the symmetry of $K$. In `alternating_relaxation_converges`, one `ρ` serves all loads and starting points; `(sweep A B D f g)^[k] y₀` is the buffer after $k$ sweeps, and `coreStep` applied to it is the next core iterate.

For simulation practice, this guarantees convergence of alternating relaxation in a finite, harmonic model with positive definite $K$ and exact block solves. It gives no numerical value for `ρ`, which may be close to 1, and does not treat anharmonic forces.

### How the lemmas fit together

`error_propagation` is the subtraction of two sweeps, `block_energy` the completed square, and `response_identity` the formula for $u^TDMe$. `posDef_iff_contraction` combines the last two with Cauchy–Schwarz, and `exists_isMaxOn` supplies the maximum on the sphere; `error_propagation` enters in the final theorem.

`posDef_iff_contraction` also proves the converse for positive definite $A$ and $D$: contraction and Cauchy–Schwarz give $(w(y)^TAw(y))^2\le\rho^2(y^TDy)^2$, so the completed square is positive for $y\ne0$; for $y=0$ it is $x^TAx$.

`blocks_posDef` obtains $A$ and $D$ positive definite from $K$. The final theorem then runs the induction in `decay`, bounds components in `coord`, and squeezes the error to zero.
